# A connected real symmetric stoquastic matrix has a nondegenerate, strictly positive ground state

A spinless particle hopping among finitely many sites with time-reversal symmetry has, for a suitable choice of site phases, a real symmetric Hamiltonian, and when no hopping element is positive one expects a ground state without nodes. The file proves this, together with nondegeneracy among complex states, provided that the hopping connects all sites.

In Lean 4 with Mathlib:

```lean
import Mathlib

open Matrix

namespace ConnectedStoquastic

variable {n : Type*} [Fintype n] [DecidableEq n] {H : Matrix n n ℝ} {E : ℝ}

/-- All off-diagonal matrix elements are nonpositive. -/
def Stoquastic (H : Matrix n n ℝ) : Prop := ∀ i j, i ≠ j → H i j ≤ 0

/-- Every nonempty proper set of sites has a nonzero matrix element to its complement. -/
def Linked (H : Matrix n n ℝ) : Prop :=
  ∀ S : Finset n, S.Nonempty → S ≠ Finset.univ → ∃ i ∈ S, ∃ j ∉ S, H i j ≠ 0

/-- The energy form `x · H x` of a real state. -/
def energy (H : Matrix n n ℝ) (x : n → ℝ) : ℝ := x ⬝ᵥ H *ᵥ x

/-- The real Hamiltonian as a matrix acting on complex states. -/
def complexify (H : Matrix n n ℝ) : Matrix n n ℂ := H.map Complex.ofReal

/-- `E` is an eigenvalue on complex states, and every eigenvalue is real and at least `E`. -/
def IsGroundEnergy (H : Matrix n n ℝ) (E : ℝ) : Prop :=
  (∃ w ≠ 0, complexify H *ᵥ w = (E : ℂ) • w) ∧
    ∀ (μ : ℂ) (w : n → ℂ), w ≠ 0 → complexify H *ᵥ w = μ • w → μ.im = 0 ∧ E ≤ μ.re

/-- Some `E` bounds the energy form by `E x·x ≤ x·Hx`, with equality for a nonzero state. -/
theorem exists_minimiser [Nonempty n] (H : Matrix n n ℝ) :
    ∃ (E : ℝ) (v : n → ℝ), v ≠ 0 ∧ energy H v = E * (v ⬝ᵥ v) ∧
      ∀ x, E * (x ⬝ᵥ x) ≤ energy H x := by
  have hc : IsCompact {x : n → ℝ | x ⬝ᵥ x = 1} := by
    refine (isCompact_Icc (a := fun _ => (-1 : ℝ)) (b := fun _ => 1)).of_isClosed_subset
      (isClosed_eq (by unfold dotProduct; fun_prop) continuous_const) fun x hx => ?_
    have h : ∀ i, x i * x i ≤ 1 := fun i =>
      (Finset.single_le_sum (fun k _ => mul_self_nonneg (x k)) (Finset.mem_univ i)).trans
        (le_of_eq hx)
    exact ⟨fun i => by nlinarith [h i], fun i => by nlinarith [h i]⟩
  have hne : {x : n → ℝ | x ⬝ᵥ x = 1}.Nonempty :=
    ⟨Pi.single (Classical.arbitrary n) 1, by simp⟩
  have hcont : Continuous (energy H) := by
    unfold energy mulVec dotProduct
    fun_prop
  obtain ⟨v, hv, hmin⟩ := hc.exists_isMinOn hne hcont.continuousOn
  have hv1 : v ⬝ᵥ v = 1 := hv
  refine ⟨energy H v, v, fun h => by simp [h] at hv1, by rw [hv1, mul_one], fun x => ?_⟩
  by_cases hx : x = 0
  · simp [hx, energy]
  -- normalise `x` and compare with the minimum on the unit sphere
  have h0 : 0 ≤ x ⬝ᵥ x := Finset.sum_nonneg fun k _ => mul_self_nonneg (x k)
  have hp : 0 < x ⬝ᵥ x := lt_of_le_of_ne h0 fun h => hx (dotProduct_self_eq_zero.1 h.symm)
  obtain ⟨s, hs⟩ : ∃ s : ℝ, s * s * (x ⬝ᵥ x) = 1 :=
    ⟨√(x ⬝ᵥ x)⁻¹, by rw [Real.mul_self_sqrt (inv_nonneg.2 h0), inv_mul_cancel₀ hp.ne']⟩
  have hy : (s • x) ⬝ᵥ (s • x) = 1 := by
    rw [smul_dotProduct, dotProduct_smul, smul_eq_mul, smul_eq_mul, ← mul_assoc, hs]
  have h1 : energy H v ≤ energy H (s • x) := isMinOn_iff.1 hmin _ hy
  have h2 : energy H (s • x) = s * s * energy H x := by
    simp only [energy, mulVec_smul, smul_dotProduct, dotProduct_smul, smul_eq_mul]
    ring
  calc energy H v * (x ⬝ᵥ x) ≤ s * s * energy H x * (x ⬝ᵥ x) :=
        mul_le_mul_of_nonneg_right (h2 ▸ h1) h0
    _ = energy H x := by linear_combination energy H x * hs

omit [DecidableEq n] in
/-- For symmetric `H`, a state saturating the bound `E x·x ≤ x·Hx` satisfies `H v = E v`. -/
theorem eigen_of_saturates (hH : H.IsSymm) (hE : ∀ x, E * (x ⬝ᵥ x) ≤ energy H x)
    {v : n → ℝ} (hv : energy H v ≤ E * (v ⬝ᵥ v)) : H *ᵥ v = E • v := by
  have hsym : ∀ x y : n → ℝ, x ⬝ᵥ H *ᵥ y = y ⬝ᵥ H *ᵥ x := fun x y => by
    rw [dotProduct_mulVec, ← mulVec_transpose, hH.eq, dotProduct_comm]
  obtain ⟨r, hr⟩ : ∃ r, r = H *ᵥ v - E • v := ⟨_, rfl⟩
  have h0 : H *ᵥ v = r + E • v := by rw [hr]; abel
  have h1 : r ⬝ᵥ H *ᵥ v = r ⬝ᵥ r + E * (r ⬝ᵥ v) := by
    rw [h0, dotProduct_add, dotProduct_smul, smul_eq_mul]
  -- vary `v` along the residual `r`
  have key : ∀ t : ℝ, 0 ≤ (energy H r - E * (r ⬝ᵥ r)) * (t * t) + 2 * (r ⬝ᵥ r) * t + 0 := by
    intro t
    have h := hE (v + t • r)
    simp only [energy, mulVec_add, mulVec_smul, add_dotProduct, dotProduct_add,
      smul_dotProduct, dotProduct_smul, smul_eq_mul] at h
    rw [hsym v r, h1, dotProduct_comm v r] at h
    unfold energy at hv ⊢
    nlinarith [h, hv]
  have hd := discrim_le_zero key
  unfold discrim at hd
  have h2 : (r ⬝ᵥ r) ^ 2 = 0 := le_antisymm (by nlinarith) (sq_nonneg _)
  rw [← sub_eq_zero, ← hr]
  exact dotProduct_self_eq_zero.1 ((pow_eq_zero_iff two_ne_zero).1 h2)

/-- For stoquastic `H`, replacing amplitudes by their moduli does not raise the energy form. -/
theorem energy_abs_le (hs : Stoquastic H) (v : n → ℝ) :
    energy H (fun i => |v i|) ≤ energy H v := by
  simp only [energy, dotProduct, mulVec, Finset.mul_sum]
  refine Finset.sum_le_sum fun i _ => Finset.sum_le_sum fun j _ => ?_
  by_cases h : i = j
  · subst h
    exact le_of_eq (by linear_combination H i i * abs_mul_abs_self (v i))
  · have h2 : v i * v j ≤ |v i| * |v j| := by rw [← abs_mul]; exact le_abs_self _
    nlinarith [mul_nonneg (neg_nonneg.2 (hs i j h)) (sub_nonneg.2 h2)]

/-- For symmetric stoquastic `H` with `E x·x ≤ x·Hx` for all `x`, the moduli of a solution of
`H z = E z` form again a solution. -/
theorem abs_eigen (hH : H.IsSymm) (hs : Stoquastic H) (hE : ∀ x, E * (x ⬝ᵥ x) ≤ energy H x)
    {z : n → ℝ} (hz : H *ᵥ z = E • z) : H *ᵥ (fun i => |z i|) = E • fun i => |z i| := by
  refine eigen_of_saturates hH hE ((energy_abs_le hs z).trans (le_of_eq ?_))
  have h : (fun i => |z i|) ⬝ᵥ (fun i => |z i|) = z ⬝ᵥ z := by
    simp only [dotProduct, abs_mul_abs_self]
  rw [h, energy, hz, dotProduct_smul, smul_eq_mul]

/-- For stoquastic linked `H`, an eigenvector with nonnegative entries is strictly positive. -/
theorem pos_of_nonneg (hs : Stoquastic H) (hl : Linked H) {u : n → ℝ} (hu : ∀ i, 0 ≤ u i)
    (hne : u ≠ 0) (he : H *ᵥ u = E • u) (k : n) : 0 < u k := by
  refine lt_of_le_of_ne (hu k) fun hk => ?_
  -- a row linking the set of zeros of `u` to its complement
  obtain ⟨i, hi, j, hj, hij⟩ := hl (Finset.univ.filter fun i => u i = 0) ⟨k, by simp [← hk]⟩
    (fun h => hne (funext fun i => by
      have hm : i ∈ Finset.univ.filter fun i => u i = 0 := by
        rw [h]
        exact Finset.mem_univ i
      simpa using hm))
  have hi0 : u i = 0 := by simpa using hi
  have hj0 : u j ≠ 0 := by simpa using hj
  have hrow : ∑ m, H i m * u m = 0 := by
    simpa [mulVec, dotProduct, hi0] using congrFun he i
  have hterm : ∀ m ∈ Finset.univ, H i m * u m ≤ 0 := fun m _ => by
    by_cases h : i = m
    · rw [← h, hi0, mul_zero]
    · nlinarith [hs i m h, hu m]
  exact mul_ne_zero hij hj0
    ((Finset.sum_eq_zero_iff_of_nonpos hterm).1 hrow j (Finset.mem_univ j))

omit [DecidableEq n] in
/-- The complex eigenvalue equation as two real equations for real and imaginary parts. -/
theorem eigen_split (μ : ℂ) (w : n → ℂ) : complexify H *ᵥ w = μ • w ↔
    H *ᵥ (fun k => (w k).re) = μ.re • (fun k => (w k).re) - μ.im • (fun k => (w k).im) ∧
    H *ᵥ (fun k => (w k).im) = μ.re • (fun k => (w k).im) + μ.im • (fun k => (w k).re) := by
  have hre : ∀ i, ((complexify H *ᵥ w) i).re = (H *ᵥ fun k => (w k).re) i := fun i => by
    simp [complexify, mulVec, dotProduct, Complex.re_sum]
  have him : ∀ i, ((complexify H *ᵥ w) i).im = (H *ᵥ fun k => (w k).im) i := fun i => by
    simp [complexify, mulVec, dotProduct, Complex.im_sum]
  refine ⟨fun h => ⟨funext fun i => ?_, funext fun i => ?_⟩,
    fun h => funext fun i => Complex.ext ?_ ?_⟩
  · rw [← hre, h]; simp
  · rw [← him, h]; simp
  · rw [hre, h.1]; simp
  · rw [him, h.2]; simp

/-- A real symmetric, stoquastic, linked Hamiltonian has a lowest eigenvalue, and its complex
eigenspace is spanned by one vector with strictly positive entries. -/
theorem ground_state_positive [Nonempty n] (hH : H.IsSymm) (hs : Stoquastic H)
    (hl : Linked H) : ∃ E, IsGroundEnergy H E ∧ ∃ ψ : n → ℝ, (∀ i, 0 < ψ i) ∧
      Module.End.eigenspace (toLin' (complexify H)) (E : ℂ) = ℂ ∙ fun i => (ψ i : ℂ) := by
  obtain ⟨E, v, hv, hve, hE⟩ := exists_minimiser H
  obtain ⟨ψ, hψ, hpos⟩ : ∃ ψ : n → ℝ, H *ᵥ ψ = E • ψ ∧ ∀ i, 0 < ψ i := by
    have h := abs_eigen hH hs hE (eigen_of_saturates hH hE hve.le)
    exact ⟨_, h, pos_of_nonneg hs hl (fun i => abs_nonneg _)
      (fun h0 => hv (funext fun i => abs_eq_zero.1 (congrFun h0 i))) h⟩
  obtain ⟨k⟩ := ‹Nonempty n›
  have hC : complexify H *ᵥ (fun i => (ψ i : ℂ)) = (E : ℂ) • fun i => (ψ i : ℂ) := by
    funext i
    have h := congrArg Complex.ofReal (congrFun hψ i)
    simpa [complexify, mulVec, dotProduct] using h
  -- a real eigenvector minus a suitable multiple of `ψ` has a zero, hence vanishes
  have hreal : ∀ w : n → ℝ, H *ᵥ w = E • w → ∃ c : ℝ, ∀ i, w i = c * ψ i := fun w hw => by
    have hz : H *ᵥ (w - (w k / ψ k) • ψ) = E • (w - (w k / ψ k) • ψ) := by
      rw [mulVec_sub, mulVec_smul, hw, hψ]; module
    refine ⟨w k / ψ k, fun i => ?_⟩
    by_contra hi
    have hne : (fun j => |(w - (w k / ψ k) • ψ) j|) ≠ 0 := fun h0 => by
      have h1 : |w i - w k / ψ k * ψ i| = 0 := congrFun h0 i
      exact hi (sub_eq_zero.1 (abs_eq_zero.1 h1))
    have h : 0 < |w k - w k / ψ k * ψ k| :=
      pos_of_nonneg (u := fun j => |(w - (w k / ψ k) • ψ) j|) hs hl (fun j => abs_nonneg _)
        hne (abs_eigen hH hs hE hz) k
    rw [div_mul_cancel₀ _ (hpos k).ne', sub_self, abs_zero] at h
    exact lt_irrefl _ h
  refine ⟨E, ⟨⟨_, fun h => (hpos k).ne' (by simpa using congrFun h k), hC⟩,
    fun μ w hw he => ?_⟩, ψ, hpos, ?_⟩
  · obtain ⟨h1, h2⟩ := (eigen_split μ w).1 he
    set a : n → ℝ := fun k => (w k).re with ha
    set b : n → ℝ := fun k => (w k).im with hb
    have ha0 : 0 ≤ a ⬝ᵥ a := Finset.sum_nonneg fun k _ => mul_self_nonneg (a k)
    have hb0 : 0 ≤ b ⬝ᵥ b := Finset.sum_nonneg fun k _ => mul_self_nonneg (b k)
    have hN : 0 < a ⬝ᵥ a + b ⬝ᵥ b := by
      refine lt_of_le_of_ne (add_nonneg ha0 hb0) fun h => hw (funext fun i => ?_)
      have a0 : a = 0 := dotProduct_self_eq_zero.1 (by linarith)
      have b0 : b = 0 := dotProduct_self_eq_zero.1 (by linarith)
      exact Complex.ext (congrFun a0 i) (congrFun b0 i)
    have hab : a ⬝ᵥ H *ᵥ b = b ⬝ᵥ H *ᵥ a := by
      rw [dotProduct_mulVec, ← mulVec_transpose, hH.eq, dotProduct_comm]
    have e1 := hE a
    have e2 := hE b
    simp only [energy, h1, h2, dotProduct_add, dotProduct_sub, dotProduct_smul, smul_eq_mul,
      dotProduct_comm b a] at hab e1 e2
    refine ⟨mul_right_cancel₀ hN.ne' (by linear_combination hab), ?_⟩
    exact le_of_mul_le_mul_right (by linarith) hN
  · ext w
    rw [Module.End.mem_eigenspace_iff, toLin'_apply, Submodule.mem_span_singleton]
    constructor
    · intro he
      obtain ⟨h1, h2⟩ := (eigen_split _ w).1 he
      obtain ⟨c, hc⟩ := hreal (fun k => (w k).re) (by simpa using h1)
      obtain ⟨d, hd⟩ := hreal (fun k => (w k).im) (by simpa using h2)
      exact ⟨⟨c, d⟩, funext fun i => Complex.ext (by simpa using (hc i).symm)
        (by simpa using (hd i).symm)⟩
    · rintro ⟨c, rfl⟩
      rw [mulVec_smul, hC, smul_comm]

/-- Converse: if some complex eigenspace of a real symmetric `H` is spanned by a vector with
no vanishing entry, then `H` is linked. -/
theorem linked_of_span (hH : H.IsSymm) {μ : ℂ} {ψ : n → ℂ} (hψ : ∀ i, ψ i ≠ 0)
    (h : Module.End.eigenspace (toLin' (complexify H)) μ = ℂ ∙ ψ) : Linked H := by
  intro S ⟨k, hk⟩ hU
  by_contra hc
  have hz : ∀ i ∈ S, ∀ j ∉ S, H i j = 0 := fun i hi j hj => by
    by_contra h0
    exact hc ⟨i, hi, j, hj, h0⟩
  obtain ⟨m, hm⟩ : ∃ m, m ∉ S := by
    by_contra h0
    exact hU (Finset.eq_univ_iff_forall.2 fun x => not_not.1 fun hx => h0 ⟨x, hx⟩)
  have he : complexify H *ᵥ ψ = μ • ψ := by
    rw [← toLin'_apply, ← Module.End.mem_eigenspace_iff, h]
    exact Submodule.mem_span_singleton_self ψ
  -- the restriction of `ψ` to `S` is again an eigenvector
  have hφ : (fun i => if i ∈ S then ψ i else 0) ∈ ℂ ∙ ψ := by
    rw [← h, Module.End.mem_eigenspace_iff, toLin'_apply]
    funext i
    by_cases hi : i ∈ S
    · have h1 := congrFun he i
      simp only [mulVec, dotProduct, Pi.smul_apply, if_pos hi] at h1 ⊢
      rw [← h1]
      refine Finset.sum_congr rfl fun j _ => ?_
      by_cases hj : j ∈ S
      · simp [hj]
      · simp [complexify, hz i hi j hj]
    · simp only [mulVec, dotProduct, Pi.smul_apply, if_neg hi, smul_zero]
      refine Finset.sum_eq_zero fun j _ => ?_
      by_cases hj : j ∈ S
      · have h0 : H i j = 0 := (hH.apply j i).trans (hz j hj i hi)
        simp [complexify, h0]
      · simp [hj]
  obtain ⟨c, hc'⟩ := Submodule.mem_span_singleton.1 hφ
  have h1 : c * ψ k = ψ k := by simpa only [Pi.smul_apply, smul_eq_mul, if_pos hk] using congrFun hc' k
  have h2 : c * ψ m = 0 := by simpa only [Pi.smul_apply, smul_eq_mul, if_neg hm] using congrFun hc' m
  rw [(mul_eq_zero.1 h2).resolve_right (hψ m), zero_mul] at h1
  exact hψ k h1.symm

/-- The open three-site chain with nearest-neighbour hopping `-1`. -/
def chain : Matrix (Fin 3) (Fin 3) ℝ := !![0, -1, 0; -1, 0, -1; 0, -1, 0]

/-- The chain is symmetric, stoquastic and linked, with no element between its end sites. -/
theorem chain_witness : chain.IsSymm ∧ Stoquastic chain ∧ Linked chain ∧ chain 0 2 = 0 := by
  have key : ∀ j, j ≠ 1 → chain 1 j ≠ 0 ∧ chain j 1 ≠ 0 := by
    intro j hj
    fin_cases j <;> simp_all [chain]
  refine ⟨?_, fun i j _ => ?_, fun S ⟨i, hi⟩ hU => ?_, by simp [chain]⟩
  · ext i j
    fin_cases i <;> fin_cases j <;> simp [chain]
  · fin_cases i <;> fin_cases j <;> simp [chain]
  · by_cases h1 : (1 : Fin 3) ∈ S
    · obtain ⟨m, hm⟩ : ∃ m, m ∉ S := by
        by_contra h0
        exact hU (Finset.eq_univ_iff_forall.2 fun x => not_not.1 fun hx => h0 ⟨x, hx⟩)
      exact ⟨1, h1, m, hm, (key m fun h => hm (h ▸ h1)).1⟩
    · exact ⟨i, hi, 1, h1, (key i fun h => h1 (h ▸ hi)).2⟩

end ConnectedStoquastic
```
```lean
#print axioms ConnectedStoquastic.ground_state_positive
#print axioms ConnectedStoquastic.linked_of_span
```

```
'ConnectedStoquastic.ground_state_positive' depends on axioms: [propext, Classical.choice, Quot.sound]
'ConnectedStoquastic.linked_of_span' depends on axioms: [propext, Classical.choice, Quot.sound]
```

## Stoquastic, linked, and the lowest eigenvalue

The finite type `n` labels the sites, and `H : Matrix n n ℝ` holds the elements $H_{ij}$. Real states $x$ are functions `n → ℝ`, `x ⬝ᵥ y` is $x\cdot y=\sum_i x_iy_i$, and `energy H x` is $x\cdot Hx$, not divided by the norm. `complexify H` is the same matrix acting on complex states `n → ℂ`.

The main theorem `ground_state_positive` assumes at least one site and three properties. `H.IsSymm` says $H_{ij}=H_{ji}$. `Stoquastic H` says $H_{ij}\le 0$ for $i\ne j$, with the diagonal unrestricted. `Linked H` says that every nonempty set $S$ of sites other than the full set has some $i\in S$ and $j\notin S$ with $H_{ij}\neq0$; for a single site no such $S$ exists and the condition is empty.

The conclusion supplies a real number $E$ and a real vector $\psi$. `IsGroundEnergy H E` says that $E$ is an eigenvalue on complex states and that every complex eigenvalue $\mu$ has $\operatorname{Im}\mu=0$ and $\operatorname{Re}\mu\ge E$. All $\psi_i$ are strictly positive, and the eigenspace of $E$ equals `ℂ ∙ fun i => (ψ i : ℂ)`, the complex multiples of $\psi$. The theorem leaves the length of $\psi$ open; the normalised state is $\psi/\sqrt{\psi\cdot\psi}$.

The converse `linked_of_span` needs only symmetry: if the complex eigenspace of any $\mu$ is spanned by a vector without a vanishing entry, then $H$ is linked. `chain_witness` shows that the open chain on sites $0,1,2$ with hopping $-1$ meets all three hypotheses although $H_{02}=0$.

## Hopping signs, conjugation and the choice of basis

A real $H$ commutes with complex conjugation of the amplitudes, which is time reversal for a spinless particle on sites, and the real vector $\psi$ is invariant under it. The sign condition means that every hop favours equal signs of the two amplitudes. Linkedness means that no group of sites decouples from the rest, so that $H$ has no block structure in this basis.

A "site" may be any state of an orthonormal basis, so the result covers one particle in a finite connected tight-binding model with nonpositive hopping elements, and equally a finite transverse-field Ising cluster in the basis of spin configurations along the axis of the Ising coupling, with a nonzero field on every spin and its sign chosen to make the flip elements negative. Both conditions refer to the given basis and are assumed, not derived. Infinite dimension, complex hopping phases and the size of the gap above $E$ are not treated. The statement is the symmetric case of the Perron–Frobenius property, seen through the nonnegative matrix $c\mathbb 1-H$ with $\mathbb 1$ the identity and $c$ a large real number; nonsymmetric matrices lie beyond its hypotheses.

## From the variational minimum to a positive eigenvector

The set $x\cdot x=1$ is closed and lies in the cube $-1\le x_i\le1$, so it is compact, and the continuous function $x\cdot Hx$ attains a minimum $E$ at some $v$. For $x\neq0$ choose $s$ with $s^2\,x\cdot x=1$. Then $E\le s^2\,x\cdot Hx$, and multiplying by $x\cdot x$ gives
$$Q(x):=x\cdot Hx-E\,x\cdot x\ \ge 0,$$
which also holds at $x=0$. This is `exists_minimiser`, with `exists_isMinOn` providing $v$.

Any $v$ with $Q(v)\le0$ solves $Hv=Ev$. Put $r=Hv-Ev$. Symmetry merges the two cross terms, so for real $t$
$$0\le Q(v+tr)=Q(v)+2t\,r\cdot r+t^2Q(r)\le Q(r)\,t^2+2(r\cdot r)\,t .$$
The right side is nonnegative for all $t$, so its discriminant $4(r\cdot r)^2$ is at most zero, and $r=0$. In `eigen_of_saturates` the inequality is `key` and the last step uses `discrim_le_zero`.

Let $|z|$ be the vector of moduli $|z_i|$. In $\sum_{ij}z_iH_{ij}z_j$ the diagonal terms do not change under $z\to|z|$, and for $i\neq j$
$$H_{ij}\bigl(|z_i||z_j|-z_iz_j\bigr)\le0,$$
because the bracket is nonnegative. `energy_abs_le` sums this term by term. If $Hz=Ez$, then $|z|\cdot H|z|\le z\cdot Hz=E\,|z|\cdot|z|$, so $Q(|z|)\le0$ and $H|z|=E|z|$, which is `abs_eigen`.

Now let $u\neq0$ have $u_i\ge0$ and $Hu=Eu$, and suppose that some entry vanishes. The zero set $S$ of $u$ is then nonempty and proper, so there are $i\in S$, $j\notin S$ with $H_{ij}\ne0$. Row $i$ reads $\sum_mH_{im}u_m=Eu_i=0$. The term $m=i$ is zero and all others are nonpositive, so each vanishes, against $H_{ij}u_j\neq0$. `pos_of_nonneg` does this with `Finset.sum_eq_zero_iff_of_nonpos`. Applied to $\psi=|v|$ it gives $H\psi=E\psi$ with all $\psi_i>0$.

## Uniqueness and complex states

Fix a site $k$. For real $w$ with $Hw=Ew$, the vector $z=w-(w_k/\psi_k)\psi$ solves the same equation and has $z_k=0$. Then $|z|$ is a nonnegative solution with a zero, so it vanishes, and $w$ is a real multiple of $\psi$. This is `hreal` in the main proof.

For complex $w=a+ib$ and $\mu=\alpha+i\beta$ with real vectors $a,b$ and real numbers $\alpha,\beta$, `eigen_split` turns $Hw=\mu w$ into
$$Ha=\alpha a-\beta b,\qquad Hb=\alpha b+\beta a .$$
Let $N=a\cdot a+b\cdot b$, positive for $w\neq0$ (`hN`). Symmetry gives $0=a\cdot Hb-b\cdot Ha=\beta N$, so $\beta=0$; this is `linear_combination hab`. Adding $Q(a)\ge0$ and $Q(b)\ge0$ gives $EN\le a\cdot Ha+b\cdot Hb=\alpha N$, so $E\le\alpha$. For $\mu=E$ both parts are real solutions, $a=c\psi$ and $b=d\psi$ with real $c,d$, hence $w=(c+id)\psi$. Multiples of $\psi$ lie in the eigenspace by `hC`.

For the converse, let $\psi$ be the spanning complex vector and suppose that for some nonempty set $S$ other than the full set of sites $H_{ij}=0$ for all $i\in S$, $j\notin S$. Let $\varphi$ equal $\psi$ on $S$ and zero elsewhere. A row $i\in S$ of $H\varphi$ equals that of $H\psi$, and a row $i\notin S$ vanishes because $H_{ij}=H_{ji}=0$ for $j\in S$. So $H\varphi=\mu\varphi$ and $\varphi=c\psi$ with complex $c$ (`hφ`). A site outside $S$ forces $c=0$, and a site $k\in S$ then gives $\psi_k=0$, a contradiction. For the chain, site $1$ is coupled to both others, so whichever side of the cut contains it supplies the link.

## Sparse-matrix checks and a path formulation

The remarks under this heading go beyond the theorems of the file. In an exact-diagonalisation code, stoquasticity is a scan over the stored off-diagonal elements and linkedness is a graph search on the sparsity pattern. If the search finds several components, as happens with a conserved particle number, each block is treated as its own matrix. For a stoquastic, linked block the exact ground vector has entries of one strict sign after a global phase is removed, though rounding can spoil the sign of very small computed entries; for the chain, $E=-\sqrt2$ and the normalised vector is $\tfrac12(1,\sqrt2,1)$. In power iteration with $c\mathbb 1-H$ and $c>\max_iH_{ii}$, a positive starting vector stays positive and has positive overlap with $\psi$.

Connectedness can also be stated through paths: any two sites are joined by a sequence of nonzero elements. For a finite symmetric matrix this is equivalent to `Linked`, so the physical content would stay the same. The positivity step would then follow a path from a zero of $u$ to a nonzero entry by induction, whereas the cut form applies directly to the zero set.
